# A normal idempotent complex matrix is Hermitian

## A "probability" of 3/2

Take the matrix P with rows (1, 2) and (0, 0). It satisfies P² = P, yet its expectation value in the normalised state (1, 1)/√2 is 3/2. If P stood for a yes/no measurement, this number would be the probability of "yes".

The matrix does project, but obliquely: the part it removes from a vector is not orthogonal to the part it keeps. A projective measurement needs an orthogonal projector, which is idempotent and Hermitian. For a finite matrix in an orthonormal basis, it is enough to check that P is idempotent and commutes with its adjoint. In exact arithmetic, the same criterion establishes Hermiticity for a matrix that is meant to be an idempotent one-particle density matrix in a finite orthonormal orbital basis. In a program, where such equalities hold only up to rounding, it is simpler to compare P with P† directly.

## Hermiticity from two conditions

Let P be a complex square matrix and P† its conjugate transpose. Assume

P² = P and P†P = PP†.

The second condition is called normality. The claim is P† = P.

Put D = P − P†P. Since P†P is its own adjoint, D† = P† − P†P, and

D†D = P†P − P†P†P − P†PP + P†PP†P.

Taking the adjoint of P² = P gives P†P† = P†, so the second and third products both equal P†P. In the fourth, normality exchanges the middle factors:

P†(PP†)P = P†(P†P)P = (P†P†)(PP) = P†P.

Hence D†D = P†P − P†P − P†P + P†P = 0. The j-th diagonal entry of D†D is Σᵢ |Dᵢⱼ|², so every entry of D vanishes and P = P†P. The right side is Hermitian, and therefore so is P.

For any vector x it follows that

x†Px = x†P†Px = ‖Px‖².

For normalised x this is the probability of "yes"; for any other nonzero x, divide by x†x.

## Orthogonal residuals

For an idempotent P, normality is equivalent to the orthogonality of every projected vector Px to every residual y − Py. Their overlap is

(Px)†(y − Py) = x†P†(1 − P)y.

If P is normal, it is Hermitian, and P†(1 − P) = P − P² = 0.

Conversely, let the overlap vanish for all x and y, and write M = P†(1 − P). Choosing x = My gives ‖My‖² = 0 for every y, so M = 0 and P† = P†P. The adjoint of this equation is P = P†P. Thus P† = P, and P commutes with its adjoint.

## Matrices, adjoints and inner products in Lean

`Matrix n n ℂ` is a complex square matrix; here `n` is the finite set of basis labels, not their number. `Pᴴ` is P†, and `P.IsHermitian` means `Pᴴ = P`. The inner product is `star x ⬝ᵥ y`, conjugate-linear in the first vector, and `P *ᵥ x` is Px. Idempotence and normality enter as the hypotheses `hP` and `hN`; vectors need not be normalised.

The step left to the user is to identify the physical operator with its matrix in an orthonormal basis. In a non-orthogonal basis, the conjugate transpose generally does not represent the adjoint. Operators on infinite-dimensional spaces are not treated.

```lean
import Mathlib

open Matrix
open scoped ComplexOrder

namespace NormalIdempotent

variable {n : Type*} [Fintype n] [DecidableEq n]

omit [DecidableEq n] in
/-- For a normal idempotent `P`, the defect `D = P - P†P` has vanishing Gram matrix:
`D†D = 0`. -/
theorem defect_gram_eq_zero {P : Matrix n n ℂ} (hP : P * P = P)
    (hN : Pᴴ * P = P * Pᴴ) :
    (P - Pᴴ * P)ᴴ * (P - Pᴴ * P) = 0 := by
  -- the adjoint is idempotent too
  have hS : Pᴴ * Pᴴ = Pᴴ := by rw [← conjTranspose_mul, hP]
  -- normality makes `P†P` idempotent
  have h4 : Pᴴ * P * (Pᴴ * P) = Pᴴ * P := by
    calc Pᴴ * P * (Pᴴ * P) = Pᴴ * (P * Pᴴ) * P := by simp only [mul_assoc]
      _ = Pᴴ * (Pᴴ * P) * P := by rw [hN]
      _ = (Pᴴ * Pᴴ) * (P * P) := by simp only [mul_assoc]
      _ = Pᴴ * P := by rw [hS, hP]
  rw [conjTranspose_sub, conjTranspose_mul, conjTranspose_conjTranspose]
  calc (Pᴴ - Pᴴ * P) * (P - Pᴴ * P)
      = Pᴴ * P - (Pᴴ * Pᴴ) * P - Pᴴ * (P * P) + Pᴴ * P * (Pᴴ * P) := by
        noncomm_ring
    _ = 0 := by
        rw [hS, hP, h4]
        abel

omit [DecidableEq n] in
/-- A normal idempotent equals its own Gram matrix, `P = P†P`. -/
theorem eq_conjTranspose_mul_self {P : Matrix n n ℂ} (hP : P * P = P)
    (hN : Pᴴ * P = P * Pᴴ) : P = Pᴴ * P :=
  sub_eq_zero.1 (conjTranspose_mul_self_eq_zero.1 (defect_gram_eq_zero hP hN))

omit [DecidableEq n] in
/-- A complex square matrix that is idempotent and commutes with its conjugate transpose
is Hermitian. -/
theorem isHermitian_of_normal {P : Matrix n n ℂ} (hP : P * P = P)
    (hN : Pᴴ * P = P * Pᴴ) : P.IsHermitian := by
  have h := eq_conjTranspose_mul_self hP hN
  -- the adjoint of `P†P` is `P†P` itself
  calc Pᴴ = (Pᴴ * P)ᴴ := congrArg conjTranspose h
    _ = Pᴴ * P := by rw [conjTranspose_mul, conjTranspose_conjTranspose]
    _ = P := h.symm

omit [DecidableEq n] in
/-- For a normal idempotent `P` and any vector `x`, normalised or not, `x†Px` is the squared norm of
the projected vector `P x`. -/
theorem expectation_eq_norm_sq {P : Matrix n n ℂ} (hP : P * P = P)
    (hN : Pᴴ * P = P * Pᴴ) (x : n → ℂ) :
    star x ⬝ᵥ (P *ᵥ x) = star (P *ᵥ x) ⬝ᵥ (P *ᵥ x) := by
  rw [Matrix.star_mulVec, ← Matrix.dotProduct_mulVec, Matrix.mulVec_mulVec,
    ← eq_conjTranspose_mul_self hP hN]

/-- The overlap of a vector `P x` with a residual `y - P y` is the matrix
element of `P†(1 - P)` between `x` and `y`. -/
theorem residual_overlap (P : Matrix n n ℂ) (x y : n → ℂ) :
    star (P *ᵥ x) ⬝ᵥ (y - P *ᵥ y) = star x ⬝ᵥ ((Pᴴ * (1 - P)) *ᵥ y) := by
  rw [Matrix.star_mulVec, ← Matrix.dotProduct_mulVec, ← Matrix.mulVec_mulVec,
    Matrix.sub_mulVec, Matrix.one_mulVec]

/-- An idempotent matrix is normal exactly when every projected vector `P x` is orthogonal
to every residual `y - P y`. -/
theorem normal_iff_orthogonal {P : Matrix n n ℂ} (hP : P * P = P) :
    Pᴴ * P = P * Pᴴ ↔ ∀ x y : n → ℂ, star (P *ᵥ x) ⬝ᵥ (y - P *ᵥ y) = 0 := by
  constructor
  · intro hN x y
    have hH : Pᴴ = P := isHermitian_of_normal hP hN
    rw [residual_overlap, hH, mul_sub, mul_one, hP, sub_self, Matrix.zero_mulVec,
      dotProduct_zero]
  · intro h
    -- a matrix all of whose matrix elements vanish is zero
    have key : ∀ M : Matrix n n ℂ,
        (∀ x y : n → ℂ, star x ⬝ᵥ (M *ᵥ y) = 0) → M = 0 := by
      intro M hM
      have hz : ∀ y, M *ᵥ y = 0 := fun y =>
        dotProduct_star_self_eq_zero.1 (hM (M *ᵥ y) y)
      ext i j
      have hij := congrFun (hz (Pi.single j 1)) i
      simpa using hij
    have h0 : Pᴴ * (1 - P) = 0 :=
      key _ fun x y => (residual_overlap P x y).symm.trans (h x y)
    rw [mul_sub, mul_one] at h0
    have h1 : Pᴴ = Pᴴ * P := sub_eq_zero.1 h0
    -- the adjoint of this relation
    have h2 : P = Pᴴ * P := by
      have h3 := congrArg conjTranspose h1
      rwa [conjTranspose_conjTranspose, conjTranspose_mul,
        conjTranspose_conjTranspose] at h3
    have h4 : Pᴴ = P := h1.trans h2.symm
    rw [h4]

/-- The spin-1/2 matrix `(1 + σ_y)/2`. -/
noncomputable def spinY : Matrix (Fin 2) (Fin 2) ℂ :=
  !![1 / 2, -Complex.I / 2; Complex.I / 2, 1 / 2]

/-- The matrix `(1 + σ_y)/2` is idempotent and normal. -/
theorem spinY_witness : spinY * spinY = spinY ∧ spinYᴴ * spinY = spinY * spinYᴴ := by
  have hH : spinYᴴ = spinY := by
    ext i j
    fin_cases i <;> fin_cases j <;>
      simp [spinY, Matrix.conjTranspose_apply]
  refine ⟨?_, by rw [hH]⟩
  ext i j
  fin_cases i <;> fin_cases j <;>
    simp [spinY, Matrix.mul_apply, Fin.sum_univ_succ, Complex.ext_iff] <;> norm_num

/-- The 2 × 2 matrix with rows `(1, c)` and `(0, 0)`, which projects onto the first axis
along the direction `(-c, 1)`. -/
def oblique (c : ℂ) : Matrix (Fin 2) (Fin 2) ℂ := !![1, c; 0, 0]

/-- The matrix `oblique c` is idempotent for every `c`, but it is normal only
for `c = 0`. -/
theorem oblique_normal_iff (c : ℂ) :
    oblique c * oblique c = oblique c ∧
      ((oblique c)ᴴ * oblique c = oblique c * (oblique c)ᴴ ↔ c = 0) := by
  refine ⟨?_, ?_, ?_⟩
  · ext i j
    fin_cases i <;> fin_cases j <;>
      simp [oblique, Matrix.mul_apply, Fin.sum_univ_succ]
  · intro h
    -- compare the upper right entries: `c` on the left, `0` on the right
    have h01 := congrFun (congrFun h 0) 1
    simpa [oblique, Matrix.mul_apply, Fin.sum_univ_succ,
      Matrix.conjTranspose_apply] using h01
  · rintro rfl
    ext i j
    fin_cases i <;> fin_cases j <;>
      simp [oblique, Matrix.mul_apply, Fin.sum_univ_succ, Matrix.conjTranspose_apply]

end NormalIdempotent
```

```lean
#print axioms NormalIdempotent.expectation_eq_norm_sq
#print axioms NormalIdempotent.normal_iff_orthogonal
#print axioms NormalIdempotent.oblique_normal_iff
```

```
'NormalIdempotent.expectation_eq_norm_sq' depends on axioms: [propext, Classical.choice, Quot.sound]
'NormalIdempotent.normal_iff_orthogonal' depends on axioms: [propext, Classical.choice, Quot.sound]
'NormalIdempotent.oblique_normal_iff' depends on axioms: [propext, Classical.choice, Quot.sound]
```

## From the vanishing Gram matrix to the examples

`defect_gram_eq_zero` is the calculation of D†D. Its `hS` is P†P† = P†, and `h4` is the exchange in the fourth product. `noncomm_ring` expands the product without commuting factors, and `abel` cancels the four remaining terms.

`eq_conjTranspose_mul_self` applies Mathlib's lemma that a matrix with zero Gram matrix is zero, which replaces the sum over |Dᵢⱼ|². `isHermitian_of_normal` then takes the adjoint of P = P†P, and `expectation_eq_norm_sq` uses the same identity between two copies of x.

`residual_overlap` holds for any square P. In `normal_iff_orthogonal`, the auxiliary statement `key` makes the choice x = My, then applies M to basis vectors to read off its columns. The relations `h1` and `h2` are P† = P†P and its adjoint.

The examples are checked entry by entry. `spinY` is (1 + σ_y)/2, the projector onto spin up along y; it meets both hypotheses with complex entries. `oblique c` has rows (1, c) and (0, 0), and the opening matrix is the case c = 2. It is idempotent for every c, but the upper right entry is c in P†P and 0 in PP†, so it is normal only for c = 0. Idempotence alone therefore does not make a matrix Hermitian.
